# The second Brillouin zone of the square lattice consists of four triangles

The second Brillouin zone is taken here to be the set of wave vectors $k$ for which exactly one reciprocal lattice point is strictly closer to $k$ than the origin is. The word "strictly" settles which zone owns each boundary point.

Write $k=(x,y)$ with real components, in units of the reciprocal lattice spacing. The lattice points are pairs of integers $G=(a,b)$, of type `ℤ × ℤ`. Everything below concerns this one two-dimensional lattice.

```lean
import Mathlib

namespace SquareLatticeSecondZone

noncomputable section
```

Comparing squared distances gives the same order as comparing distances and avoids square roots.

```lean
/-- Squared Euclidean distance from the wave vector `(x, y)` to the lattice point `G`. -/
def distSq (x y : ℝ) (G : ℤ × ℤ) : ℝ := (x - G.1) ^ 2 + (y - G.2) ^ 2

/-- The lattice point `G` is strictly closer to the wave vector `(x, y)` than the origin is. -/
def Closer (x y : ℝ) (G : ℤ × ℤ) : Prop := distSq x y G < distSq x y (0, 0)
```

The first zone allows no closer lattice point. The second requires exactly one, written `∃!`.

```lean
/-- The first Brillouin zone: no lattice point is closer than the origin. -/
def InFirstZone (x y : ℝ) : Prop := ∀ G : ℤ × ℤ, ¬ Closer x y G

/-- The second Brillouin zone: exactly one lattice point is closer than the origin. -/
def InSecondZone (x y : ℝ) : Prop := ∃! G : ℤ × ℤ, Closer x y G
```

## (a) Crossing a Bragg line

Show that $G=(a,b)$ is closer to $k$ than the origin is exactly when
$$a^2+b^2<2(xa+yb).$$

**Solution.** Expand $(x-a)^2+(y-b)^2<x^2+y^2$ and cancel $x^2+y^2$. For $G\ne0$, equality would put $k$ on the perpendicular bisector of the segment from the origin to $G$, which is the Bragg line of $G$. For $G=0$ both sides of the equivalence are false.

```lean
/-- A lattice point `G = (a, b)` is closer to the wave vector `k = (x, y)` than the origin is
exactly when `|G|² < 2 k·G`. -/
theorem closer_iff (x y : ℝ) (a b : ℤ) :
    Closer x y (a, b) ↔ (a : ℝ) ^ 2 + (b : ℝ) ^ 2 < 2 * (x * a + y * b) := by
  unfold Closer distSq
  simp only [Int.cast_zero]
  constructor <;> intro h <;> nlinarith
```

## (b) The four shortest vectors

Show that $(1,0)$, $(-1,0)$, $(0,1)$ and $(0,-1)$ are closer exactly when, respectively,
$$x>\tfrac12,\qquad x<-\tfrac12,\qquad y>\tfrac12,\qquad y<-\tfrac12.$$

**Solution.** Insert each vector in (a). For $(\pm1,0)$ the condition is $1<\pm2x$, and for $(0,\pm1)$ it is $1<\pm2y$.

```lean
/-- The lattice points `(1, 0)`, `(-1, 0)`, `(0, 1)` and `(0, -1)` are closer to `(x, y)` than the
origin is exactly when, respectively, `x > 1/2`, `x < -1/2`, `y > 1/2` and `y < -1/2`. -/
theorem closer_shortest_iff (x y : ℝ) :
    (Closer x y (1, 0) ↔ 1 / 2 < x) ∧ (Closer x y (-1, 0) ↔ x < -(1 / 2)) ∧
    (Closer x y (0, 1) ↔ 1 / 2 < y) ∧ (Closer x y (0, -1) ↔ y < -(1 / 2)) := by
  refine ⟨?_, ?_, ?_, ?_⟩ <;> rw [closer_iff] <;> push_cast <;> constructor <;>
    intro h <;> linarith
```

## (c) An inequality between integers

For integers $a,b$, show that
$$a^2+b^2<2|a|\;\Longrightarrow\;a=\pm1,\ b=0.$$

**Solution.** Completing the square gives $(|a|-1)^2+b^2<1$. Both terms are non-negative integers, so both vanish.

The whole argument turns on this use of discreteness, and in Lean it rests on `Int.lt_add_one_iff`, which says that $m<n+1$ and $m\le n$ are equivalent for integers. With $n=0$ it turns $b^2<1$ into $b^2\le0$, and `le_antisymm` combines this with $b^2\ge0$ to give $b^2=0$. Over the real numbers the step would fail.

```lean
private lemma int_unit {a b : ℤ} (h : a ^ 2 + b ^ 2 < 2 * |a|) :
    (a = 1 ∨ a = -1) ∧ b = 0 := by
  -- complete the square: an integer sum of two squares below one vanishes
  have h1 : (|a| - 1) ^ 2 + b ^ 2 < 1 := by nlinarith [sq_abs a]
  have hb : b ^ 2 = 0 :=
    le_antisymm (Int.lt_add_one_iff.mp (by linarith [sq_nonneg (|a| - 1)])) (sq_nonneg b)
  have ha : (|a| - 1) ^ 2 = 0 :=
    le_antisymm (Int.lt_add_one_iff.mp (by linarith [sq_nonneg b])) (sq_nonneg _)
  have ha' : |a| - 1 = 0 := (pow_eq_zero_iff two_ne_zero).mp ha
  exact ⟨eq_or_eq_neg_of_abs_eq (by linarith), (pow_eq_zero_iff two_ne_zero).mp hb⟩
```

## (d) Which vectors can be closer inside the diamond

Suppose $|x|+|y|\le1$ and $G$ is closer to $k$ than the origin is. Show that
$$G\in\{(1,0),(-1,0),(0,1),(0,-1)\}.$$

**Solution.** Let $m=\max(|a|,|b|)$. By (a),
$$a^2+b^2<2(xa+yb)\le2(|x|+|y|)\,m\le2m.$$
If $m=|a|$, apply (c). If $m=|b|$, apply (c) with $a$ and $b$ exchanged.

In the code, `key` proves this bound for any integer $m$ that is at least $|a|$ and $|b|$. The case split then chooses $|a|$ or $|b|$.

```lean
/-- Inside the diamond `|x| + |y| ≤ 1`, only the four shortest lattice vectors can be
closer than the origin. -/
theorem closer_is_shortest {x y : ℝ} (hk : |x| + |y| ≤ 1) {G : ℤ × ℤ}
    (hG : Closer x y G) : G = (1, 0) ∨ G = (-1, 0) ∨ G = (0, 1) ∨ G = (0, -1) := by
  obtain ⟨a, b⟩ := G
  have h := (closer_iff x y a b).1 hG
  -- the diamond condition bounds k·G by any m that is at least |a| and |b|
  have key : ∀ m : ℤ, |a| ≤ m → |b| ≤ m → a ^ 2 + b ^ 2 < 2 * m := by
    intro m ha hb
    have ha' : |(a : ℝ)| ≤ m := by exact_mod_cast ha
    have hb' : |(b : ℝ)| ≤ m := by exact_mod_cast hb
    have h1 : x * a ≤ |x| * m :=
      (le_abs_self _).trans ((abs_mul x a).le.trans
        (mul_le_mul_of_nonneg_left ha' (abs_nonneg x)))
    have h2 : y * b ≤ |y| * m :=
      (le_abs_self _).trans ((abs_mul y b).le.trans
        (mul_le_mul_of_nonneg_left hb' (abs_nonneg y)))
    have hm : (0 : ℝ) ≤ m := (abs_nonneg _).trans ha'
    have h3 : (|x| + |y|) * m ≤ 1 * m := mul_le_mul_of_nonneg_right hk hm
    have h4 : (a : ℝ) ^ 2 + (b : ℝ) ^ 2 < 2 * m := by nlinarith
    exact_mod_cast h4
  rcases le_total |b| |a| with hab | hab
  · obtain ⟨ha | ha, hb⟩ := int_unit (key _ le_rfl hab) <;> simp [ha, hb]
  · have h5 := key _ hab le_rfl
    obtain ⟨hb | hb, ha⟩ := int_unit (a := b) (b := a) (by linarith) <;> simp [ha, hb]
```

## (e) An integer sign

For real $x$, find an integer $s$ with
$$s^2=1,\qquad xs=|x|.$$

**Solution.** Take $s=1$ if $x\ge0$ and $s=-1$ if $x\le0$. At $x=0$ either choice works.

```lean
private lemma exists_sign (x : ℝ) : ∃ s : ℤ, (s : ℝ) ^ 2 = 1 ∧ x * s = |x| := by
  rcases le_total 0 x with h | h
  · exact ⟨1, by norm_num, by simp [abs_of_nonneg h]⟩
  · exact ⟨-1, by norm_num, by simp [abs_of_nonpos h]⟩
```

## (f) Outside the diamond

Show that
$$|x|+|y|>1\;\Longrightarrow\;\text{at least two lattice points are closer to } k \text{ than the origin is}.$$

**Solution.** Take signs $s,t$ for $x,y$ as in (e). The diagonal neighbour $(s,t)$ is closer, because (a) asks for $2<2(|x|+|y|)$. At least one of $|x|,|y|$ exceeds $\tfrac12$. If $|x|>\tfrac12$, then $(s,0)$ is also closer, since $1<2|x|$. Otherwise $|y|>\tfrac12$, and $(0,t)$ is closer. The two points differ because $s$ and $t$ are non-zero.

```lean
/-- Outside the diamond, at least two lattice points are closer than the origin. -/
theorem two_closer_outside {x y : ℝ} (hk : 1 < |x| + |y|) :
    ∃ G H : ℤ × ℤ, G ≠ H ∧ Closer x y G ∧ Closer x y H := by
  obtain ⟨s, hs, hx⟩ := exists_sign x
  obtain ⟨t, ht, hy⟩ := exists_sign y
  have hs0 : s ≠ 0 := by rintro rfl; norm_num at hs
  have ht0 : t ≠ 0 := by rintro rfl; norm_num at ht
  -- since |x| + |y| > 1, the diagonal neighbour (s, t) is closer
  have hd : Closer x y (s, t) := (closer_iff x y s t).2 (by linarith)
  by_cases h : 1 / 2 < |x|
  · refine ⟨(s, t), (s, 0), fun e => ht0 (congrArg Prod.snd e), hd, ?_⟩
    rw [closer_iff]
    push_cast
    linarith
  · refine ⟨(s, t), (0, t), fun e => hs0 (congrArg Prod.fst e), hd, ?_⟩
    rw [closer_iff]
    push_cast
    linarith
```

## (g) The first zone

Show that $k$ lies in the first zone exactly when
$$\max(|x|,|y|)\le\tfrac12.$$

**Solution.** If no lattice point is closer, all four inequalities in (b) fail, which gives the bound. Conversely, the bound implies $|x|+|y|\le1$. By (d) a closer point would be one of the four shortest vectors, and (b) rules each of them out.

```lean
/-- The first zone is the closed square `max(|x|, |y|) ≤ 1/2`. -/
theorem first_zone_iff (x y : ℝ) : InFirstZone x y ↔ max (|x|) (|y|) ≤ 1 / 2 := by
  obtain ⟨e1, e2, e3, e4⟩ := closer_shortest_iff x y
  constructor
  · intro h
    exact max_le
      (abs_le.2 ⟨not_lt.1 fun q => h _ (e2.2 q), not_lt.1 fun q => h _ (e1.2 q)⟩)
      (abs_le.2 ⟨not_lt.1 fun q => h _ (e4.2 q), not_lt.1 fun q => h _ (e3.2 q)⟩)
  · intro h G hG
    obtain ⟨hx, hy⟩ := max_le_iff.1 h
    obtain ⟨hx1, hx2⟩ := abs_le.1 hx
    obtain ⟨hy1, hy2⟩ := abs_le.1 hy
    rcases closer_is_shortest (by linarith) hG with rfl | rfl | rfl | rfl
    · linarith [e1.1 hG]
    · linarith [e2.1 hG]
    · linarith [e3.1 hG]
    · linarith [e4.1 hG]
```

## (h) The second zone

Show that exactly one lattice point is closer to $k$ than the origin is if and only if
$$|x|+|y|\le1\quad\text{and}\quad\max(|x|,|y|)>\tfrac12.$$

**Solution.** If exactly one point is closer, (f) excludes $|x|+|y|>1$, and (g) excludes $\max(|x|,|y|)\le\tfrac12$.

Conversely, (g) supplies a closer point, and (d) makes every closer point one of the four shortest vectors. Two opposite ones would need, for example, $x>\tfrac12$ and $x<-\tfrac12$. Two perpendicular ones would need $|x|>\tfrac12$ and $|y|>\tfrac12$, hence $|x|+|y|>1$. So there is only one.

Lean runs through all sixteen pairs of shortest vectors: `rfl` closes the equal pairs and `linarith` refutes the others.

```lean
/-- Exactly one lattice point is closer to `(x, y)` than the origin is if and only if
`|x| + |y| ≤ 1` and `max(|x|, |y|) > 1/2`. -/
theorem second_zone_iff (x y : ℝ) :
    InSecondZone x y ↔ |x| + |y| ≤ 1 ∧ 1 / 2 < max (|x|) (|y|) := by
  constructor
  · rintro ⟨G, hG, hu⟩
    constructor
    · by_contra h
      obtain ⟨A, B, hne, hA, hB⟩ := two_closer_outside (not_le.1 h)
      exact hne ((hu A hA).trans (hu B hB).symm)
    · by_contra h
      exact (first_zone_iff x y).2 (not_lt.1 h) G hG
  · rintro ⟨hk, hm⟩
    have hn : ¬ ∀ G : ℤ × ℤ, ¬ Closer x y G :=
      fun h => absurd ((first_zone_iff x y).1 h) (not_le.2 hm)
    obtain ⟨G, hG⟩ := not_forall_not.1 hn
    refine ⟨G, hG, fun H hH => ?_⟩
    -- two different Bragg lines cannot both be crossed within the diamond
    obtain ⟨e1, e2, e3, e4⟩ := closer_shortest_iff x y
    rcases closer_is_shortest hk hG with rfl | rfl | rfl | rfl <;>
      rcases closer_is_shortest hk hH with rfl | rfl | rfl | rfl <;>
      first
      | rfl
      | (exfalso
         simp only [e1, e2, e3, e4] at hG hH
         linarith [le_abs_self x, neg_abs_le x, le_abs_self y, neg_abs_le y])
```

Another model would count the non-zero lattice points that are at least as close to $k$ as the origin is. Requiring exactly one would then give $|x|+|y|<1$ and $\max(|x|,|y|)\ge\tfrac12$. The interior is unchanged, but the boundary points change owner.

## (i) The four triangles

Show that $k$ is in the second zone exactly when at least one of these holds:
$$\begin{aligned}
&x>\tfrac12,\ x+|y|\le1; &&-x>\tfrac12,\ -x+|y|\le1;\\
&y>\tfrac12,\ |x|+y\le1; &&-y>\tfrac12,\ |x|-y\le1.
\end{aligned}$$

**Solution.** The condition on the maximum in (h) says that one of $x,-x,y,-y$ exceeds $\tfrac12$. That fixes the sign of the component, so its absolute value can be written out. The first triangle has corners $(\tfrac12,\pm\tfrac12)$ and $(1,0)$. It lacks its inner edge $x=\tfrac12$ and otherwise contains its outer edges.

```lean
/-- The second zone is the union of four triangles, one beyond each side of the first zone. -/
theorem second_zone_triangles (x y : ℝ) :
    InSecondZone x y ↔
      (1 / 2 < x ∧ x + |y| ≤ 1) ∨ (1 / 2 < -x ∧ -x + |y| ≤ 1) ∨
      (1 / 2 < y ∧ |x| + y ≤ 1) ∨ (1 / 2 < -y ∧ |x| + -y ≤ 1) := by
  rw [second_zone_iff, lt_max_iff, lt_abs, lt_abs]
  constructor
  · rintro ⟨h, (q | q) | (q | q)⟩
    · exact Or.inl ⟨q, by linarith [le_abs_self x]⟩
    · exact Or.inr (Or.inl ⟨q, by linarith [neg_abs_le x]⟩)
    · exact Or.inr (Or.inr (Or.inl ⟨q, by linarith [le_abs_self y]⟩))
    · exact Or.inr (Or.inr (Or.inr ⟨q, by linarith [neg_abs_le y]⟩))
  · rintro (⟨q, h⟩ | ⟨q, h⟩ | ⟨q, h⟩ | ⟨q, h⟩)
    · exact ⟨by rw [abs_of_pos (show 0 < x by linarith)]; exact h, Or.inl (Or.inl q)⟩
    · exact ⟨by rw [abs_of_neg (show x < 0 by linarith)]; exact h, Or.inl (Or.inr q)⟩
    · exact ⟨by rw [abs_of_pos (show 0 < y by linarith)]; exact h, Or.inr (Or.inl q)⟩
    · exact ⟨by rw [abs_of_neg (show y < 0 by linarith)]; exact h, Or.inr (Or.inr q)⟩
```

## (j) Folding into the first zone

Let $k$ be in the second zone and let $G$ be its closer lattice point. Show that $k-G$ is in the first zone:
$$|k-G-H|\ge|k-G|\quad\text{for every lattice point }H.$$

**Solution.** If some $H$ violated this, then $|k-(G+H)|<|k-G|<|k|$, so $G+H$ would also be closer to $k$ than the origin is. Uniqueness gives $G+H=G$, hence $H=0$, for which the supposed violation reads $|k-G|<|k-G|$. In Lean, `h3` is the statement about $G+H$, and `hu` is the uniqueness half of `∃!`.

For non-interacting electrons in an empty square lattice, this translation changes the label of a state, not the state itself. The plane wave with wave vector $k$ keeps its energy, which is proportional to $|k|^2$, and is listed at $k-G$ in the second band of the reduced zone scheme. The plane wave with wave vector $k-G$ is a different state, with lower energy, in the first band.

```lean
/-- Subtracting the closer lattice vector from a wave vector in the second zone
gives a wave vector in the first zone. -/
theorem fold_into_first_zone {x y : ℝ} (hz : InSecondZone x y) {a b : ℤ}
    (hG : Closer x y (a, b)) : InFirstZone (x - a) (y - b) := by
  rintro ⟨c, d⟩ hH
  obtain ⟨K, hK, hu⟩ := hz
  have h1 := (closer_iff x y a b).1 hG
  have h2 := (closer_iff (x - a) (y - b) c d).1 hH
  -- a point closer to k than G would be a second point closer than the origin
  have h3 : Closer x y (a + c, b + d) := by
    rw [closer_iff]
    push_cast
    nlinarith
  have h4 : (a + c, b + d) = (a, b) := (hu _ h3).trans (hu _ hG).symm
  have hc : a + c = a := congrArg Prod.fst h4
  have hd : b + d = b := congrArg Prod.snd h4
  have hc0 : c = 0 := by omega
  have hd0 : d = 0 := by omega
  rw [hc0, hd0] at h2
  norm_num at h2

end

end SquareLatticeSecondZone
```

```lean
#print axioms SquareLatticeSecondZone.second_zone_triangles
#print axioms SquareLatticeSecondZone.fold_into_first_zone
```

```
'SquareLatticeSecondZone.second_zone_triangles' depends on axioms: [propext, Classical.choice, Quot.sound]
'SquareLatticeSecondZone.fold_into_first_zone' depends on axioms: [propext, Classical.choice, Quot.sound]
```
